# A defect free energy \(G_0-aT^2\) with \(a>0\) gives a strictly convex Arrhenius plot

Let a defect have the formation free energy \(G(T)=G_0-aT^2\) with \(a>0\), and let its equilibrium concentration \(c\) be the site density times the Boltzmann factor of \(G\). Plotted against \(b=1/(kT)\), where \(k\) is Boltzmann's constant and \(T\) the temperature, \(\ln c\) has the slope

\[
\frac{d\ln c}{db}=-(G_0+aT^2),
\]

and it is a strictly convex function of \(b>0\). The Arrhenius plot is therefore curved, and the enthalpy read from its slope grows with temperature.

This matters when a measured slope is compared with a supercell calculation. For a dilute equilibrium population of non-interacting vacancies in an elemental crystal with this quadratic free energy, minus the slope gives the formation enthalpy at the temperature of the measurement, which differs from both \(G(T)\) and the zero-temperature value \(G_0\).

```lean
import Mathlib

namespace CurvedArrhenius

noncomputable section
```

## Concentration as a function of reciprocal thermal energy

The independent variable is \(b\), often written \(\beta\) in textbooks. The temperature is then a function of it,

\[
T(b)=\frac{1}{kb}.
\]

In Lean this function is `temperature k b`. The constant `k` is an arbitrary positive real number, so any system of units is allowed.

```lean
/-- The temperature `T = 1/(k b)` belonging to the reciprocal thermal energy `b`,
for `k > 0` and `b > 0`. -/
def temperature (k b : ℝ) : ℝ := 1 / (k * b)
```

With \(N\) sites per unit volume, the concentration is

\[
c(b)=N\,e^{-b\,G(T(b))}.
\]

This is the dilute limit: the defects don't interact, and occupied sites are a small fraction of all sites. The formula is physically sensible only where \(G\) is well above \(kT\). The theorems hold for all \(b>0\), including high temperatures at which \(G_0-aT^2\) is negative and the formula would put more defects than sites into the crystal.

The free energy `G` is a function of temperature alone. For a defect that exchanges atoms with a reservoir, charged or neutral, it has to include the chemical potentials of these atoms as they vary with temperature, and for a charged defect the Fermi level as well. The quantity \(-dG/dT\) then contains this variation too, and is in general not the formation entropy at fixed chemical potentials and Fermi level.

```lean
/-- The equilibrium concentration `N exp(-b G(T))` of a defect with site density `N` and
formation free energy `G`, as a function of `b = 1/(kT)`, for `k > 0` and `b > 0`. -/
def concentration (N k : ℝ) (G : ℝ → ℝ) (b : ℝ) : ℝ :=
  N * Real.exp (-(b * G (temperature k b)))
```

The special free energy is \(G_0-aT^2\), with \(G_0\) any real number. Its entropy is \(S=-dG/dT=2aT\), so the constant \(a\) is half the rate at which the formation entropy rises with temperature. Terms of this kind come from the thermal excitation of conduction electrons in a metal at low temperature, and from the leading anharmonic correction to classical lattice vibrations. Their sign depends on the defect; \(a>0\) describes one whose formation entropy is positive and increasing. The model leaves out a term linear in \(T\), such as classical harmonic vibrations contribute for a vacancy in an elemental crystal. Such a term would multiply \(c\) by a constant and change neither the slope nor the curvature of the plot.

The step from this model to a real crystal is the assumption that the measured concentration is in equilibrium and follows the dilute formula with a free energy of this form over the whole measured range.

```lean
/-- The formation free energy `G0 - a T²`. -/
def quadraticFreeEnergy (G0 a T : ℝ) : ℝ := G0 - a * T ^ 2
```

The apparent enthalpy is what an experimenter reads from the plot, namely minus the local slope:

\[
H_{\mathrm{app}}(b)=-\frac{d\ln c}{db}.
\]

It is defined by this derivative and not by the formula \(G_0+aT^2\), so that the formula is something to prove. Because the plot uses \(1/(kT)\) and not \(1/T\), the slope is already an energy.

```lean
/-- The apparent enthalpy: minus the local slope of the logarithm of the concentration
against `b = 1/(kT)`. -/
def apparentEnthalpy (N k : ℝ) (G : ℝ → ℝ) (b : ℝ) : ℝ :=
  -deriv (fun β => Real.log (concentration N k G β)) b
```

## The slope is the enthalpy

Two small identities come first. From the definition of \(T(b)\),

\[
b\,T(b)=\frac{b}{kb}=\frac1k .
\]

```lean
/-- For positive `k` and `b`, the product of `b` and the temperature is `1/k`. -/
theorem mul_temperature {k b : ℝ} (hk : 0 < k) (hb : 0 < b) :
    b * temperature k b = 1 / k := by
  have hk' := hk.ne'
  have hb' := hb.ne'
  unfold temperature
  field_simp
```

Since \(N>0\) and the exponential is positive, the logarithm of the product splits:

\[
\ln c(b)=\ln N-b\,G(T(b)).
\]

The term \(\ln N\) is a constant and has no effect on slope or curvature.

```lean
/-- For a positive site density, the logarithm of the concentration is `ln N - b G(T)`. -/
theorem log_concentration {N : ℝ} (hN : 0 < N) (k : ℝ) (G : ℝ → ℝ) (b : ℝ) :
    Real.log (concentration N k G b) = Real.log N - b * G (temperature k b) := by
  unfold concentration
  rw [Real.log_mul hN.ne' (Real.exp_pos _).ne', Real.log_exp]
  ring
```

Now let \(G\) be any free energy with derivative \(-S\) at the temperature \(T(b)\). The temperature changes with \(b\) at the rate

\[
\frac{dT}{db}=-\frac{1}{kb^2}=-\frac{T}{b}.
\]

The product rule and the chain rule give

\[
\frac{d\ln c}{db}
=-G-b\,\frac{dG}{dT}\,\frac{dT}{db}
=-G-b\,(-S)\left(-\frac{T}{b}\right)
=-(G+TS).
\]

If \(S\) is the formation entropy, the combination \(G+TS\) is the formation enthalpy. When \(S\ne0\), minus the slope differs from the free energy \(G\), because \(G\) changes with \(T\) along the plot.

The theorem `arrhenius_slope` states this for positive `N`, `k` and `b`. Its hypothesis `hG` says that `G` is differentiable at this one temperature with derivative `-S`, and its conclusion is a derivative statement of the same kind for \(\ln c\). In the proof, `hT` is the rate \(-T/b\), and `hc` is the cancellation \(b\cdot(-T/b)=-T\). The second `h` applies the product and chain rules, and the last line multiplies the cancellation by \(S\) to reach the stated form.

```lean
/-- Slope of an Arrhenius plot: for positive `N`, `k` and `b`, if the formation free energy has
temperature derivative `-S` at `T`, then `ln c` has derivative `-(G + T S)` with respect
to `b`. -/
theorem arrhenius_slope {N k b S : ℝ} {G : ℝ → ℝ} (hN : 0 < N) (hk : 0 < k) (hb : 0 < b)
    (hG : HasDerivAt G (-S) (temperature k b)) :
    HasDerivAt (fun β => Real.log (concentration N k G β))
      (-(G (temperature k b) + temperature k b * S)) b := by
  have hk' := hk.ne'
  have hb' := hb.ne'
  -- the temperature changes with b at the rate -T/b
  have hT : HasDerivAt (temperature k) (-(temperature k b) / b) b := by
    have h := (hasDerivAt_inv hb').const_mul k⁻¹
    have e : temperature k = fun x => k⁻¹ * x⁻¹ := by
      funext x
      rw [temperature, one_div, mul_inv]
    rw [e]
    refine h.congr_deriv ?_
    field_simp
  have hc : b * (-(temperature k b) / b) = -(temperature k b) := by
    field_simp
  -- product rule and chain rule for ln N - b G(T(b))
  have h := ((hasDerivAt_id b).fun_mul (hG.comp b hT)).const_sub (Real.log N)
  simp only [log_concentration hN]
  refine h.congr_deriv ?_
  simp only [Function.comp_apply, id_eq]
  linear_combination S * hc
```

## Strict convexity for the quadratic free energy

For \(G=G_0-aT^2\),

\[
\frac{dG}{dT}=-2aT,\qquad\text{so}\qquad S=2aT.
\]

```lean
/-- The free energy `G0 - a T²` has temperature derivative `-2 a T`. -/
theorem hasDerivAt_quadraticFreeEnergy (G0 a T : ℝ) :
    HasDerivAt (quadraticFreeEnergy G0 a) (-(2 * a * T)) T := by
  have h := ((hasDerivAt_pow 2 T).const_mul a).const_sub G0
  refine h.congr_deriv ?_
  norm_num
  ring
```

Inserting this in the slope law gives

\[
-(G+TS)=-(G_0-aT^2+2aT^2)=-(G_0+aT^2).
\]

For the convexity, take \(0<b_1<b_2\) and write \(T_i=T(b_i)\). The larger \(b\) belongs to the lower temperature, so \(0<T_2<T_1\) and \(T_2^2<T_1^2\). Multiplying by \(a>0\) gives

\[
-(G_0+aT_1^2)<-(G_0+aT_2^2).
\]

The slope strictly increases with \(b\), and a function with a strictly increasing derivative on an interval is strictly convex there. The second derivative says the same: with \(T=1/(kb)\), it is \(2a/(k^2b^3)>0\).

The theorem `curved_arrhenius_plot` has two parts. The first gives the derivative at every \(b>0\). The second, `StrictConvexOn ℝ (Set.Ioi 0)`, says that between any two distinct points with \(b>0\) the plot lies strictly below its chord. The proof establishes the derivative as `hd` and then calls Mathlib's criterion `StrictMonoOn.strictConvexOn_of_deriv`, which asks for a convex domain, continuity and a strictly increasing derivative. The continuity follows from `hd`; the inequalities `ht` and `hsq` are the comparisons of \(T\) and \(T^2\) above.

```lean
/-- Curved Arrhenius plot: for positive `N`, `k` and `a` and the formation free energy
`G0 - a T²`, the logarithm of the concentration has derivative `-(G0 + a T²)` at every `b > 0`
and is a strictly convex function of `b > 0`. -/
theorem curved_arrhenius_plot {N k a : ℝ} (G0 : ℝ) (hN : 0 < N) (hk : 0 < k) (ha : 0 < a) :
    (∀ b, 0 < b →
      HasDerivAt (fun β => Real.log (concentration N k (quadraticFreeEnergy G0 a) β))
        (-(G0 + a * temperature k b ^ 2)) b) ∧
    StrictConvexOn ℝ (Set.Ioi 0)
      (fun β => Real.log (concentration N k (quadraticFreeEnergy G0 a) β)) := by
  have hd : ∀ b, 0 < b →
      HasDerivAt (fun β => Real.log (concentration N k (quadraticFreeEnergy G0 a) β))
        (-(G0 + a * temperature k b ^ 2)) b := by
    intro b hb
    refine (arrhenius_slope hN hk hb (hasDerivAt_quadraticFreeEnergy G0 a _)).congr_deriv ?_
    unfold quadraticFreeEnergy
    ring
  refine ⟨hd, StrictMonoOn.strictConvexOn_of_deriv (convex_Ioi 0)
    (fun b hb => (hd b hb).continuousAt.continuousWithinAt) ?_⟩
  -- the slope increases with b because the temperature falls
  rw [interior_Ioi]
  intro b₁ h₁ b₂ h₂ h
  have p₁ : 0 < b₁ := h₁
  have p₂ : 0 < b₂ := h₂
  rw [(hd b₁ p₁).deriv, (hd b₂ p₂).deriv]
  have t₂ : 0 < temperature k b₂ := by
    unfold temperature
    positivity
  have ht : temperature k b₂ < temperature k b₁ :=
    one_div_lt_one_div_of_lt (mul_pos hk p₁) (mul_lt_mul_of_pos_left h hk)
  have hsq : temperature k b₂ ^ 2 < temperature k b₁ ^ 2 := by nlinarith
  have := mul_lt_mul_of_pos_left hsq ha
  linarith
```

The condition \(a\ge 0\) would not be enough for strict convexity. At \(a=0\) the logarithm is \(\ln N-bG_0\), a straight line, which coincides with each of its chords. This is the ordinary Arrhenius plot with a constant enthalpy \(G_0\).

## An apparent enthalpy that rises with temperature

Changing the sign of the slope gives

\[
H_{\mathrm{app}}=G_0+aT^2 .
\]

It exceeds the free energy at the same temperature by \(TS=2aT^2\). The Lean proof replaces the derivative in the definition by the value just found.

```lean
/-- For positive `N`, `k`, `a` and `b`, the apparent enthalpy of a defect with formation free
energy `G0 - a T²` is `G0 + a T²`. -/
theorem apparentEnthalpy_eq {N k a b : ℝ} (G0 : ℝ) (hN : 0 < N) (hk : 0 < k) (ha : 0 < a)
    (hb : 0 < b) :
    apparentEnthalpy N k (quadraticFreeEnergy G0 a) b = G0 + a * temperature k b ^ 2 := by
  unfold apparentEnthalpy
  rw [((curved_arrhenius_plot G0 hN hk ha).1 b hb).deriv, neg_neg]
```

To compare two temperatures directly, let \(0<T_1<T_2\), where the indices now order the temperatures and not the values of \(b\). The corresponding points of the plot are at \(b=1/(kT_1)\) and \(b=1/(kT_2)\), and

\[
G_0+aT_1^2<G_0+aT_2^2 .
\]

The hotter part of the plot therefore gives the larger apparent enthalpy. In the proof, `back` checks that converting \(T\) to \(1/(kT)\) and back returns \(T\); the rest is the inequality between the squares.

```lean
/-- For positive `N`, `k` and `a`, the apparent enthalpy of a defect with formation free energy
`G0 - a T²` is strictly larger at the hotter of two positive temperatures `T₁ < T₂`. -/
theorem apparentEnthalpy_lt {N k a T₁ T₂ : ℝ} (G0 : ℝ) (hN : 0 < N) (hk : 0 < k) (ha : 0 < a)
    (h₁ : 0 < T₁) (h : T₁ < T₂) :
    apparentEnthalpy N k (quadraticFreeEnergy G0 a) (1 / (k * T₁)) <
      apparentEnthalpy N k (quadraticFreeEnergy G0 a) (1 / (k * T₂)) := by
  have h₂ : 0 < T₂ := h₁.trans h
  have back : ∀ T, 0 < T → temperature k (1 / (k * T)) = T := by
    intro T hT
    have hk' := hk.ne'
    have hT' := hT.ne'
    unfold temperature
    field_simp
  rw [apparentEnthalpy_eq G0 hN hk ha (by positivity),
    apparentEnthalpy_eq G0 hN hk ha (by positivity), back T₁ h₁, back T₂ h₂]
  have hsq : T₁ ^ 2 < T₂ ^ 2 := by nlinarith
  have := mul_lt_mul_of_pos_left hsq ha
  linarith
```

## The prefactor that goes with the local slope

A tangent to the plot has an intercept as well as a slope. Writing \(G=H_{\mathrm{app}}-2aT^2\) and using \(bT=1/k\),

\[
-bG=-bH_{\mathrm{app}}+2aT\,(bT)=-bH_{\mathrm{app}}+\frac{2aT}{k},
\]

and hence

\[
c=N\,e^{2aT/k}\,e^{-bH_{\mathrm{app}}}.
\]

The exponent \(2aT/k\) is the formation entropy divided by \(k\). Both the prefactor and the enthalpy depend on temperature. A prefactor fitted near one temperature thus exceeds the site density by the factor \(e^{2aT/k}\), even though the formation free energy has no term linear in \(T\). As \(T\to0\), the prefactor tends to \(N\) and the apparent enthalpy to \(G_0\).

The Lean proof merges the two exponentials into one and compares exponents, with `mul_temperature` supplying \(bT=1/k\).

```lean
/-- Local Arrhenius form: for positive `N`, `k`, `a` and `b` and the formation free energy
`G0 - a T²`, the concentration is the prefactor `N exp(2 a T / k)` times the Boltzmann factor of the
apparent enthalpy. -/
theorem local_arrhenius_form {N k a b : ℝ} (G0 : ℝ) (hN : 0 < N) (hk : 0 < k) (ha : 0 < a)
    (hb : 0 < b) :
    concentration N k (quadraticFreeEnergy G0 a) b =
      N * Real.exp (2 * a * temperature k b / k) *
        Real.exp (-(b * apparentEnthalpy N k (quadraticFreeEnergy G0 a) b)) := by
  rw [apparentEnthalpy_eq G0 hN hk ha hb, mul_assoc, ← Real.exp_add]
  unfold concentration quadraticFreeEnergy
  congr 2
  linear_combination 2 * a * temperature k b * mul_temperature hk hb
```

## Two temperatures give the enthalpy at their geometric mean

An experiment at only two temperatures yields a chord of the plot and not a tangent. Let \(b_1\ne b_2\) be positive and again write \(T_i=T(b_i)\). Then

\[
\ln c(b_2)-\ln c(b_1)=-(b_2-b_1)G_0+a\,(b_2T_2^2-b_1T_1^2).
\]

Both products \(b_iT_i\) equal \(1/k\), so

\[
0=(T_1+T_2)(b_2T_2-b_1T_1)
=b_2T_2^2-b_1T_1^2+(b_2-b_1)T_1T_2 .
\]

This replaces the last bracket by \(-(b_2-b_1)T_1T_2\), and division by \(b_2-b_1\) gives

\[
\frac{\ln c(b_2)-\ln c(b_1)}{b_2-b_1}=-(G_0+aT_1T_2).
\]

Minus this slope is the apparent enthalpy at the temperature \(\sqrt{T_1T_2}\). There is no error term, however far apart the two temperatures are, as long as the quadratic free energy holds at both. When \(b_2\) approaches \(b_1\), the chord becomes the tangent and \(T_1T_2\) becomes \(T_1^2\), in agreement with the local slope.

The theorem `two_point_slope` puts no condition on the sign of `a`. Its proof clears the denominator, expands both logarithms, and closes with the vanishing product displayed above, multiplied by \(a\).

```lean
/-- Two-temperature measurement: for positive `N` and `k`, distinct positive `b₁`, `b₂` with
temperatures `T₁`, `T₂`, and the formation free energy `G0 - a T²`, the straight line through two
points of the Arrhenius plot has slope `-(G0 + a T₁ T₂)`. -/
theorem two_point_slope {N k b₁ b₂ : ℝ} (G0 a : ℝ) (hN : 0 < N) (hk : 0 < k)
    (h₁ : 0 < b₁) (h₂ : 0 < b₂) (hne : b₁ ≠ b₂) :
    (Real.log (concentration N k (quadraticFreeEnergy G0 a) b₂) -
        Real.log (concentration N k (quadraticFreeEnergy G0 a) b₁)) / (b₂ - b₁) =
      -(G0 + a * (temperature k b₁ * temperature k b₂)) := by
  rw [div_eq_iff (sub_ne_zero.mpr hne.symm), log_concentration hN, log_concentration hN]
  unfold quadraticFreeEnergy
  -- both products b T equal 1/k
  linear_combination a * (temperature k b₁ + temperature k b₂) *
    (mul_temperature hk h₂ - mul_temperature hk h₁)

end

end CurvedArrhenius
```

```lean
#print axioms CurvedArrhenius.curved_arrhenius_plot
#print axioms CurvedArrhenius.apparentEnthalpy_lt
#print axioms CurvedArrhenius.local_arrhenius_form
#print axioms CurvedArrhenius.two_point_slope
```

```
'CurvedArrhenius.curved_arrhenius_plot' depends on axioms: [propext, Classical.choice, Quot.sound]
'CurvedArrhenius.apparentEnthalpy_lt' depends on axioms: [propext, Classical.choice, Quot.sound]
'CurvedArrhenius.local_arrhenius_form' depends on axioms: [propext, Classical.choice, Quot.sound]
'CurvedArrhenius.two_point_slope' depends on axioms: [propext, Classical.choice, Quot.sound]
```
